# The logarithmic potential of neutral parallel line charges as a limit of finite segments

Let finitely many parallel, uniform line charges $q_i$ (charge per length) cross a perpendicular plane at points $a_i$, and let $r$ be a point of that plane off every line, at distances $\rho_i=|r-a_i|$. Cut each line to $[-Z,Z]$ about the plane. If $\sum_i q_i=0$, the potential at $r$ in Gaussian units satisfies

$$\Phi(Z)=\sum_i q_i\int_{-Z}^{Z}\frac{dz}{\sqrt{\rho_i^2+z^2}}\;\longrightarrow\;-2\sum_i q_i\log\rho_i\qquad(Z\to\infty).$$

If the total charge is not zero, $\Phi(Z)$ has no finite limit.

## The zero mode of a sum periodic along one axis

For point charges repeated with period $b$ along one axis, a Lekner sum splits the potential into Bessel-function terms, which carry the variation along the axis, and a logarithmic term. The logarithm belongs to the axial average, in which a point charge $e_i$ becomes a uniform line with $q_i=e_i/b$. The result here justifies that term for a finite set of fixed lines; the Bessel-function terms are not treated. The condition $\sum_i q_i=0$ is the neutrality of the periodic cell.

The limit can serve as a reference value for a routine that sums finite segments directly. For one line, after subtraction of $2\log(2Z)$, the error of the cut is at most $\rho^2/(2Z^2)$ per unit line charge. In a neutral set the subtracted terms cancel, so for given charges a $Z$ large compared with every $\rho_i$ is enough to make the error small.

## From one segment to a neutral set

**One segment.** For $\rho>0$,

$$\frac{d}{dz}\,\mathrm{arsinh}\frac z\rho=\frac{1}{\rho\sqrt{1+z^2/\rho^2}}=\frac1{\sqrt{\rho^2+z^2}}.$$

Since arsinh is odd, the integral over $[-Z,Z]$ is $\varphi(\rho,Z)=2\,\mathrm{arsinh}(Z/\rho)$.

**Bounds on arsinh.** For $x>0$, write $\mathrm{arsinh}\,x=\log(x+\sqrt{1+x^2})$. The root satisfies

$$x\le\sqrt{1+x^2}\le x+\frac1{2x},$$

because the square of the right-hand side is $1+x^2+1/(4x^2)$. The lower bound gives $\mathrm{arsinh}\,x\ge\log(2x)$. For the upper bound, use $\log y\le y-1$:

$$\mathrm{arsinh}\,x-\log(2x)=\log\frac{x+\sqrt{1+x^2}}{2x}\le\frac{2x+1/(2x)}{2x}-1=\frac1{4x^2}.$$

**Error of the cut.** Put $x=Z/\rho$ with $Z>0$ and double:

$$0\le\varphi(\rho,Z)-2\log(2Z)+2\log\rho\le\frac{\rho^2}{2Z^2}.$$

The right-hand side vanishes as $Z\to\infty$, so $\varphi(\rho,Z)-2\log(2Z)\to-2\log\rho$.

**Several lines.** Multiply by $q_i$ and add. With $Q=\sum_i q_i$,

$$\Phi(Z)-2Q\log(2Z)\to-2\sum_i q_i\log\rho_i .$$

For $Q=0$ the subtraction disappears, which gives the stated limit. For charges $q$ and $-q$ at distances $\rho_1$ and $\rho_2$ it is $2q\log(\rho_2/\rho_1)$.

**Converse.** Suppose $\Phi(Z)$ converges and $Q\ne0$. The expression $\Phi(Z)-2Q\log(2Z)$ converges as well, by the previous step. Subtracting it from $\Phi(Z)$ leaves $2Q\log(2Z)$, which would then converge. Dividing by $2Q$ would make $\log(2Z)$ converge, but it grows without bound.

## The Lean file

```lean
import Mathlib

open Filter Topology

namespace LeknerLineCharges

noncomputable section

/-- The plane perpendicular to the line charges. -/
abbrev Plane := EuclideanSpace ℝ (Fin 2)

/-- Potential at distance `ρ` from the midpoint of a segment `[-Z, Z]` of unit line charge,
in the perpendicular plane through that midpoint (Gaussian units). -/
def segmentPotential (ρ Z : ℝ) : ℝ :=
  ∫ z in (-Z)..Z, (√(ρ ^ 2 + z ^ 2))⁻¹

/-- Potential at the point `r` of the plane due to parallel segments `[-Z, Z]` with line
charges `q i` that cross the plane at the points `a i`. -/
def linesPotential {ι : Type*} [Fintype ι] (q : ι → ℝ) (a : ι → Plane) (r : Plane)
    (Z : ℝ) : ℝ :=
  ∑ i, q i * segmentPotential (dist r (a i)) Z

/-- The potential of a segment `[-Z, Z]` of unit line charge, at distance `ρ > 0` from its midpoint
in the perpendicular plane, is `2 arsinh (Z / ρ)`. -/
theorem segmentPotential_eq {ρ : ℝ} (hρ : 0 < ρ) (Z : ℝ) :
    segmentPotential ρ Z = 2 * Real.arsinh (Z / ρ) := by
  -- arsinh (z / ρ) is an antiderivative of the integrand
  have hd : ∀ z : ℝ, HasDerivAt (fun t : ℝ => Real.arsinh (t / ρ))
      ((√(ρ ^ 2 + z ^ 2))⁻¹) z := by
    intro z
    have h1 : HasDerivAt (fun t : ℝ => t / ρ) (1 / ρ) z := (hasDerivAt_id z).div_const ρ
    have h2 := (Real.hasDerivAt_arsinh (z / ρ)).comp z h1
    have h3 : √(ρ ^ 2 + z ^ 2) = ρ * √(1 + (z / ρ) ^ 2) := by
      have h4 : ρ ^ 2 + z ^ 2 = ρ ^ 2 * (1 + (z / ρ) ^ 2) := by
        field_simp
      rw [h4, Real.sqrt_mul (sq_nonneg ρ), Real.sqrt_sq hρ.le]
    refine HasDerivAt.congr_deriv h2 ?_
    rw [h3, mul_inv, one_div, mul_comm]
  have hc : Continuous (fun z : ℝ => (√(ρ ^ 2 + z ^ 2))⁻¹) := by
    refine Continuous.inv₀ (by fun_prop) (fun z => ?_)
    have : 0 < ρ ^ 2 + z ^ 2 := by positivity
    exact (Real.sqrt_pos.mpr this).ne'
  unfold segmentPotential
  rw [intervalIntegral.integral_eq_sub_of_hasDerivAt (fun z _ => hd z)
    (hc.intervalIntegrable _ _), neg_div, Real.arsinh_neg]
  ring

/-- For `x > 0`, `arsinh x` exceeds `log (2 x)` by at most `1 / (4 x²)`. -/
theorem arsinh_bounds {x : ℝ} (hx : 0 < x) :
    Real.log (2 * x) ≤ Real.arsinh x ∧
      Real.arsinh x ≤ Real.log (2 * x) + 1 / (4 * x ^ 2) := by
  have h0 : Real.arsinh x = Real.log (x + √(1 + x ^ 2)) := rfl
  have h1 : x ≤ √(1 + x ^ 2) := Real.le_sqrt_of_sq_le (by linarith)
  have h2 : √(1 + x ^ 2) ≤ x + 1 / (2 * x) := by
    refine Real.sqrt_le_iff.mpr ⟨by positivity, ?_⟩
    have h : (x + 1 / (2 * x)) ^ 2 = 1 + x ^ 2 + (1 / (2 * x)) ^ 2 := by
      field_simp
      ring
    rw [h]
    linarith [sq_nonneg (1 / (2 * x))]
  have hs : 0 < x + √(1 + x ^ 2) := by linarith
  have h2x : 0 < 2 * x := by linarith
  rw [h0]
  constructor
  · exact Real.log_le_log h2x (by linarith)
  · -- log y ≤ y - 1 for the ratio y of the two arguments
    have h3 := Real.log_le_sub_one_of_pos (div_pos hs h2x)
    rw [Real.log_div hs.ne' h2x.ne'] at h3
    have h4 : (x + √(1 + x ^ 2)) / (2 * x) ≤ 1 + 1 / (4 * x ^ 2) := by
      rw [div_le_iff₀ h2x]
      have h : (1 + 1 / (4 * x ^ 2)) * (2 * x) = x + (x + 1 / (2 * x)) := by
        field_simp
        ring
      rw [h]
      linarith
    linarith

/-- Finite-length error of one line: after subtraction of `2 log (2 Z)`, the potential lies
above `-2 log ρ` by at most `ρ² / (2 Z²)`. -/
theorem segmentPotential_error {ρ Z : ℝ} (hρ : 0 < ρ) (hZ : 0 < Z) :
    0 ≤ segmentPotential ρ Z - 2 * Real.log (2 * Z) - (-2 * Real.log ρ) ∧
      segmentPotential ρ Z - 2 * Real.log (2 * Z) - (-2 * Real.log ρ)
        ≤ ρ ^ 2 / (2 * Z ^ 2) := by
  obtain ⟨hl, hu⟩ := arsinh_bounds (div_pos hZ hρ)
  have e1 : Real.log (2 * (Z / ρ)) = Real.log (2 * Z) - Real.log ρ := by
    rw [← mul_div_assoc, Real.log_div (by positivity) hρ.ne']
  have e2 : 1 / (4 * (Z / ρ) ^ 2) = ρ ^ 2 / (2 * Z ^ 2) / 2 := by
    field_simp
    norm_num
  rw [e1] at hl hu
  rw [e2] at hu
  rw [segmentPotential_eq hρ]
  constructor <;> linarith

/-- For `ρ > 0`, the potential of a segment `[-Z, Z]` of unit line charge minus `2 log (2 Z)` tends
to `-2 log ρ` as `Z` grows. -/
theorem segmentPotential_tendsto {ρ : ℝ} (hρ : 0 < ρ) :
    Tendsto (fun Z => segmentPotential ρ Z - 2 * Real.log (2 * Z)) atTop
      (𝓝 (-2 * Real.log ρ)) := by
  have hb : Tendsto (fun Z : ℝ => -2 * Real.log ρ + ρ ^ 2 / 2 * (Z⁻¹) ^ 2) atTop
      (𝓝 (-2 * Real.log ρ)) := by
    have h := ((tendsto_inv_atTop_zero (𝕜 := ℝ)).pow 2).const_mul (ρ ^ 2 / 2)
    have h' := h.const_add (-2 * Real.log ρ)
    simpa using h'
  refine tendsto_of_tendsto_of_tendsto_of_le_of_le' tendsto_const_nhds hb ?_ ?_
  · filter_upwards [eventually_gt_atTop (0 : ℝ)] with Z hZ
    linarith [(segmentPotential_error hρ hZ).1]
  · filter_upwards [eventually_gt_atTop (0 : ℝ)] with Z hZ
    have h := (segmentPotential_error hρ hZ).2
    have e : ρ ^ 2 / (2 * Z ^ 2) = ρ ^ 2 / 2 * (Z⁻¹) ^ 2 := by
      rw [inv_pow, ← div_div, div_eq_mul_inv (ρ ^ 2 / 2)]
    rw [e] at h
    linarith

/-- At a point `r` off every line, and for any total charge, the potential of the lines minus `2 (∑
q i) log (2 Z)` tends to `-2 ∑ q i log |r - a i|`. -/
theorem linesPotential_renormalised {ι : Type*} [Fintype ι] (q : ι → ℝ) (a : ι → Plane)
    (r : Plane) (hr : ∀ i, r ≠ a i) :
    Tendsto (fun Z => linesPotential q a r Z - 2 * (∑ i, q i) * Real.log (2 * Z)) atTop
      (𝓝 (-2 * ∑ i, q i * Real.log (dist r (a i)))) := by
  have h := tendsto_finsetSum (Finset.univ : Finset ι) (fun i _ =>
    (segmentPotential_tendsto (dist_pos.mpr (hr i))).const_mul (q i))
  have e : ∑ i, q i * (-2 * Real.log (dist r (a i)))
      = -2 * ∑ i, q i * Real.log (dist r (a i)) := by
    rw [Finset.mul_sum]
    exact Finset.sum_congr rfl (fun i _ => by ring)
  rw [e] at h
  refine h.congr (fun Z => ?_)
  unfold linesPotential
  rw [Finset.mul_sum, Finset.sum_mul, ← Finset.sum_sub_distrib]
  exact Finset.sum_congr rfl (fun i _ => by ring)

/-- At a point `r` off every line, the potential of lines of zero total charge converges to `-2 ∑ q
i log |r - a i|` as the lines grow. -/
theorem linesPotential_neutral {ι : Type*} [Fintype ι] (q : ι → ℝ) (a : ι → Plane)
    (r : Plane) (hr : ∀ i, r ≠ a i) (hq : ∑ i, q i = 0) :
    Tendsto (linesPotential q a r) atTop
      (𝓝 (-2 * ∑ i, q i * Real.log (dist r (a i)))) := by
  refine (linesPotential_renormalised q a r hr).congr (fun Z => ?_)
  rw [hq]
  ring

/-- Away from the lines, the potential has a finite limit for growing length exactly when the
total charge vanishes. -/
theorem linesPotential_converges_iff {ι : Type*} [Fintype ι] (q : ι → ℝ) (a : ι → Plane)
    (r : Plane) (hr : ∀ i, r ≠ a i) :
    (∃ L, Tendsto (linesPotential q a r) atTop (𝓝 L)) ↔ ∑ i, q i = 0 := by
  refine ⟨?_, fun hq => ⟨_, linesPotential_neutral q a r hr hq⟩⟩
  rintro ⟨L, hL⟩
  by_contra hQ
  have h2 : 2 * (∑ i, q i) ≠ 0 := mul_ne_zero two_ne_zero hQ
  -- a net charge would force log (2 Z) to converge
  have h := (hL.sub (linesPotential_renormalised q a r hr)).const_mul (2 * ∑ i, q i)⁻¹
  have h' := h.congr (f₂ := fun Z : ℝ => Real.log (2 * Z)) (fun Z => by
    rw [sub_sub_cancel]
    exact inv_mul_cancel_left₀ h2 _)
  have hlog : Tendsto (fun Z : ℝ => Real.log (2 * Z)) atTop atTop :=
    Real.tendsto_log_atTop.comp (tendsto_id.const_mul_atTop two_pos)
  exact not_tendsto_nhds_of_tendsto_atTop hlog _ h'

/-- Two opposite line charges `q` and `-q` at distances `ρ₁` and `ρ₂` from the field point
give the limiting potential `2 q log (ρ₂ / ρ₁)`. -/
theorem opposite_pair_tendsto (q : ℝ) {ρ₁ ρ₂ : ℝ} (h₁ : 0 < ρ₁) (h₂ : 0 < ρ₂) :
    Tendsto (fun Z => q * segmentPotential ρ₁ Z + (-q) * segmentPotential ρ₂ Z) atTop
      (𝓝 (2 * q * Real.log (ρ₂ / ρ₁))) := by
  have h := ((segmentPotential_tendsto h₁).sub (segmentPotential_tendsto h₂)).const_mul q
  have e : q * (-2 * Real.log ρ₁ - -2 * Real.log ρ₂) = 2 * q * Real.log (ρ₂ / ρ₁) := by
    rw [Real.log_div h₂.ne' h₁.ne']
    ring
  rw [e] at h
  exact h.congr (fun Z => by ring)

end

end LeknerLineCharges
```

```lean
#print axioms LeknerLineCharges.segmentPotential_tendsto
-- 'LeknerLineCharges.segmentPotential_tendsto' depends on axioms: [propext, Classical.choice, Quot.sound]
#print axioms LeknerLineCharges.linesPotential_converges_iff
-- 'LeknerLineCharges.linesPotential_converges_iff' depends on axioms: [propext, Classical.choice, Quot.sound]
#print axioms LeknerLineCharges.opposite_pair_tendsto
-- 'LeknerLineCharges.opposite_pair_tendsto' depends on axioms: [propext, Classical.choice, Quot.sound]
```

## What the theorems say about the lines

`Plane` is two-dimensional Euclidean space. `segmentPotential ρ Z` is $\varphi(\rho,Z)$, defined as the integral itself and not as its closed form. `linesPotential q a r Z` is $\Phi(Z)$: `q i` is a line charge, `a i` its crossing point, and `dist r (a i)` the distance $\rho_i$. The finite type `ι` labels the lines. `Tendsto … atTop (𝓝 L)` says that the expression approaches $L$ as $Z$ grows.

The hypothesis `hr` keeps the field point off every line, and `hq` is neutrality. `linesPotential_renormalised` needs only `hr`, while `linesPotential_neutral` needs both. `linesPotential_converges_iff` says that, at any one such field point, a finite limit exists exactly when the charges sum to zero.

The field point lies in the common midplane of the segments, and the charges are uniform and fixed. Infinite arrays of lines, forces and rounding errors are not covered. Lean's reals carry no units. With the numbers $q_i$ kept fixed, a change of the unit in which $\rho_i$ and $Z$ are measured shifts the limit in `linesPotential_renormalised` if $Q\ne0$ and leaves it unchanged if $Q=0$.

## How the Lean proof follows the derivation

- `segmentPotential_eq` obtains the derivative by the chain rule (`hd`), taking $\rho$ out of the root in `h3`. Continuity of the integrand (`hc`) then allows the fundamental theorem of calculus.
- `arsinh_bounds` proves the two root inequalities as `h1` and `h2`, and applies $\log y\le y-1$ in `h3`.
- `segmentPotential_error` substitutes $x=Z/\rho$, and `segmentPotential_tendsto` squeezes the subtracted potential between a constant and the same constant plus a term in $Z^{-2}$.
- `linesPotential_renormalised` adds the single-line limits with `tendsto_finsetSum`. `linesPotential_neutral` sets the total charge to zero.
- `linesPotential_converges_iff` derives the contradiction about $\log(2Z)$, and `opposite_pair_tendsto` subtracts two single-line limits.

## A net charge, and unequal cuts

Without neutrality, one line with $q=1$ at distance $\rho=1$ is enough to break the limit. Its potential is $2\,\mathrm{arsinh}\,Z$, which grows without bound, although the logarithmic formula would give $0$. Each doubling of a large $Z$ adds about $2\log2$, so a longer cut never settles the value.

The file gives every line the same half-length $Z$. A model with half-lengths $c_iZ$, for fixed $c_i>0$, would replace $\log(2Z)$ by $\log(2c_iZ)$ in the limit for line $i$. The neutral limit would then gain the constant $2\sum_i q_i\log c_i$. This constant is the same at every field point, so potential differences would not change, but absolute values from two codes with different cuts could disagree.
